# For M half-filled orbitals, the density-density ground doublet has 3M/(M+2) times the longitudinal Curie constant of the full spin multiplet

If I take an isolated atom with five half-filled orbitals, keep only the density-density part of Hund's coupling, and fit its low-temperature Curie constant for a field along the spin quantization axis \(z\) to \(S(S+1)/3\) in units of \((g\mu_B)^2/k_B\), I get \(S\approx 3.9\). Five electrons cannot have a spin above \(5/2\). The interaction still aligns the spins, and the largest \(S_z\) is the correct one. So where does the surplus come from, and does the ratio to the correct Curie constant grow without limit as I add orbitals?

## The levels between the two extremes are missing

The surplus comes from averaging \(m^2\) over too few levels. A spin \(M/2\) has the levels \(m=-M/2,\dots,M/2\), and all but the two extreme ones have \(|m|<M/2\). Density-density coupling leaves only the two extreme ones at the lowest energy. The Curie constant is then too large by the factor \(3M/(M+2)\), which is \(3/2\) for two orbitals and \(15/7\) for five. It grows with \(M\) but stays below 3.

**Ground configurations.** Put one electron in each of \(M\) orbitals. A pair costs \(U'-J\) if its spins are parallel and \(U'\) if they are antiparallel, where \(U'\) is the inter-orbital repulsion and \(J\) is Hund's coupling. With \(N_a\) antiparallel pairs,

\[
E=\frac{M(M-1)}{2}(U'-J)+J\,N_a .
\]

For \(J>0\) the minimum requires \(N_a=0\): all spins up or all down, so \(S_z=\pm M/2\).

**Curie law.** Let \(n+1\) levels, degenerate at zero field, have moments \(m_i\) in units of \(g\mu_B\). Let \(h\) be the field along \(z\), with \(g\mu_B\) absorbed, and \(\beta=1/k_BT\). The magnetization is \(N(h)/Z(h)\) with

\[
N=\sum_i m_i e^{\beta h m_i},\qquad Z=\sum_i e^{\beta h m_i}.
\]

If \(\sum_i m_i=0\), then \(N(0)=0\), \(Z(0)=n+1\) and \(N'(0)=\beta\sum_i m_i^2\). The quotient rule gives

\[
\chi=\frac{N'(0)Z(0)-N(0)Z'(0)}{Z(0)^2}=\beta\,\frac{\sum_i m_i^2}{n+1}=\beta\,\overline{m^2}.
\]

**Mean squares.** The Curie constant is therefore \(\overline{m^2}\), in units of \((g\mu_B)^2/k_B\). The doublet has \(\overline{m^2}=M^2/4\). For the multiplet, write \(m=k-M/2\) with \(k=0,\dots,M\):

\[
\sum_{k=0}^{M}\Big(k-\frac M2\Big)^2=\frac{M(M+1)(2M+1)}{6}-\frac{M^2(M+1)}{2}+\frac{M^2(M+1)}{4}=\frac{M(M+1)(M+2)}{12}.
\]

Dividing by \(M+1\) gives \(M(M+2)/12\), which is \(S(S+1)/3\) at \(S=M/2\).

**Comparison.** We have

\[
\frac{M^2}{4}=\frac{3M}{M+2}\cdot\frac{M(M+2)}{12},\qquad \frac{3M}{M+2}=3-\frac{6}{M+2}.
\]

The second form shows that the factor increases with \(M\) and tends to 3; at \(M=1\) it is 1. The doublet's mean square exceeds the multiplet's by \(M(M-1)/6\), and falls short of three times it by \(M/2\).

## What the Lean definitions stand for

A configuration is a function `σ : Fin M → Bool`, with `true` for spin up. `hundEnergy` sums the pair energies over `i < j`, and `ground_iff_aligned` says that for `0 < J` its minimisers are exactly the two aligned configurations. `isingDoublet` lists their `spinZ` values, so \(\pm M/2\) is computed and not put in. `multiplet`, by contrast, is a definition: that spin-flip exchange makes the ground state a spin-\(M/2\) multiplet is taken from Hund's rule.

Levels are indexed by `Fin (n + 1)`, so there is always at least one. `susceptibility` is the derivative of `magnetization` at zero field, in units of \((g\mu_B)^2\). Here `M` counts orbitals and is not the magnetization.

`ising_eq_enhancement_mul` states the relation as a product, for every `M` and every real `β`; at `M = 0` both sides vanish. `enhancement_one_to_three` gives the value at one orbital, the strict increase and the limit. `ising_overestimates` gives the strict bounds for `2 ≤ M` and `0 < β`.

Keeping only the ground levels is also left to physics; it is justified for \(k_BT\ll J\) in an atom without hybridization. Within that atomic limit and at half filling, the factor tells how far the Curie constant from a density-density impurity solver in DMFT is off. A moment extracted from the square root of the Curie constant is off by the square root of the factor.

```lean
import Mathlib

open Finset Filter Topology

namespace DensityDensityCurie

noncomputable section

/-- Density-density interaction of two electrons in different orbitals: `U' - J` for parallel
spins and `U'` for antiparallel spins. -/
def pairEnergy (U' J : ℝ) (s t : Bool) : ℝ := if s = t then U' - J else U'

/-- Density-density energy of `M` singly occupied orbitals with spins `σ` (`true` is up),
summed over pairs of orbitals. -/
def hundEnergy {M : ℕ} (U' J : ℝ) (σ : Fin M → Bool) : ℝ :=
  ∑ i, ∑ j, if i < j then pairEnergy U' J (σ i) (σ j) else 0

/-- Total spin projection of a configuration, each electron carrying `1/2` or `-1/2`. -/
def spinZ {M : ℕ} (σ : Fin M → Bool) : ℝ := ∑ i, if σ i = true then (1 / 2 : ℝ) else -1 / 2

/-- Spin projections of the all-up and the all-down configuration of `M` orbitals. -/
def isingDoublet (M : ℕ) : Fin 2 → ℝ :=
  ![spinZ (fun _ : Fin M => true), spinZ (fun _ : Fin M => false)]

/-- Spin projections `-M/2, -M/2 + 1, ..., M/2` of the multiplet with total spin `M/2`. -/
def multiplet (M : ℕ) : Fin (M + 1) → ℝ := fun k => ((k : ℕ) : ℝ) - M / 2

/-- Thermal magnetization, at inverse temperature `β` and field `h`, of levels that are
degenerate at zero field and have moments `m i` in units of `g μ_B`. -/
def magnetization {n : ℕ} (m : Fin (n + 1) → ℝ) (β h : ℝ) : ℝ :=
  (∑ i, m i * Real.exp (β * h * m i)) / ∑ i, Real.exp (β * h * m i)

/-- Zero-field susceptibility: the derivative of the magnetization at `h = 0`. -/
def susceptibility {n : ℕ} (m : Fin (n + 1) → ℝ) (β : ℝ) : ℝ := deriv (magnetization m β) 0

/-- Equally weighted mean of the squared moment. -/
def meanSq {n : ℕ} (m : Fin (n + 1) → ℝ) : ℝ := (∑ i, m i ^ 2) / ((n : ℝ) + 1)

/-- The factor `3M/(M+2)`. -/
def enhancement (M : ℕ) : ℝ := 3 * (M : ℝ) / ((M : ℝ) + 2)

/-- For `J > 0` the singly occupied configurations of lowest density-density energy are exactly
the all-up and the all-down configuration. -/
theorem ground_iff_aligned {M : ℕ} (U' J : ℝ) (hJ : 0 < J) (σ : Fin M → Bool) :
    (∀ τ : Fin M → Bool, hundEnergy U' J σ ≤ hundEnergy U' J τ) ↔
      σ = (fun _ => true) ∨ σ = (fun _ => false) := by
  -- an aligned pair never costs more than any other pair
  have hle : ∀ (b : Bool) (τ : Fin M → Bool) (i j : Fin M),
      (if i < j then pairEnergy U' J b b else 0) ≤
        (if i < j then pairEnergy U' J (τ i) (τ j) else 0) := by
    intro b τ i j
    simp only [pairEnergy, eq_self, if_true]
    split_ifs <;> linarith
  constructor
  · intro h
    -- one antiparallel pair already lifts the energy above the all-up configuration
    have key : ∀ i j, i < j → σ i = σ j := by
      intro i j hij
      by_contra hne
      have hlt : hundEnergy U' J (fun _ : Fin M => true) < hundEnergy U' J σ := by
        refine Finset.sum_lt_sum (fun a _ => Finset.sum_le_sum fun b _ => hle true σ a b)
          ⟨i, Finset.mem_univ i, Finset.sum_lt_sum (fun b _ => hle true σ i b)
            ⟨j, Finset.mem_univ j, ?_⟩⟩
        simp only [pairEnergy, if_pos hij, if_neg hne, eq_self, if_true]
        linarith
      exact absurd (h _) (not_le_of_gt hlt)
    by_cases hx : ∃ i, σ i = true
    · obtain ⟨i, hi⟩ := hx
      left
      funext k
      rcases lt_trichotomy i k with h1 | h1 | h1
      · exact (key i k h1).symm.trans hi
      · exact h1 ▸ hi
      · exact (key k i h1).trans hi
    · right
      funext k
      exact Bool.eq_false_of_not_eq_true (fun hk => hx ⟨k, hk⟩)
  · rintro (rfl | rfl) τ
    · exact Finset.sum_le_sum fun i _ => Finset.sum_le_sum fun j _ => hle true τ i j
    · exact Finset.sum_le_sum fun i _ => Finset.sum_le_sum fun j _ => hle false τ i j

/-- Curie law: if the moments of the levels sum to zero, the magnetization has slope
`β` times the mean squared moment at zero field. -/
theorem curie_law {n : ℕ} (m : Fin (n + 1) → ℝ) (β : ℝ) (hm : ∑ i, m i = 0) :
    HasDerivAt (magnetization m β) (β * meanSq m) 0 := by
  have hn : (n : ℝ) + 1 ≠ 0 := by positivity
  have hexp : ∀ i, HasDerivAt (fun h : ℝ => Real.exp (β * h * m i)) (β * m i) 0 := by
    intro i
    have h1 : HasDerivAt (fun h : ℝ => β * h * m i) (β * m i) 0 :=
      (((hasDerivAt_id' (0 : ℝ)).const_mul β).mul_const (m i)).congr_deriv (by ring)
    exact h1.exp.congr_deriv (by simp)
  have hN : HasDerivAt (fun h : ℝ => ∑ i, m i * Real.exp (β * h * m i))
      (∑ i, m i * (β * m i)) 0 :=
    HasDerivAt.fun_sum fun i _ => (hexp i).const_mul (m i)
  have hZ : HasDerivAt (fun h : ℝ => ∑ i, Real.exp (β * h * m i)) (∑ i, β * m i) 0 :=
    HasDerivAt.fun_sum fun i _ => hexp i
  -- values at zero field
  have hN0 : ∑ i, m i * Real.exp (β * 0 * m i) = 0 := by simpa using hm
  have hZ0 : ∑ i, Real.exp (β * 0 * m i) = (n : ℝ) + 1 := by simp
  have hS : ∑ i, m i * (β * m i) = β * ∑ i, m i ^ 2 := by
    rw [Finset.mul_sum]
    exact Finset.sum_congr rfl fun i _ => by ring
  have hq := hN.fun_div hZ (by rw [hZ0]; exact hn)
  refine hq.congr_deriv ?_
  simp only [hN0, hZ0, hS, meanSq]
  rw [zero_mul, sub_zero, pow_two ((n : ℝ) + 1), mul_div_mul_right _ _ hn, mul_div_assoc]

/-- The spin multiplet of `M` half-filled orbitals has susceptibility `β M(M+2)/12`. -/
theorem susceptibility_multiplet (M : ℕ) (β : ℝ) :
    susceptibility (multiplet M) β = β * ((M : ℝ) * (M + 2) / 12) := by
  have h1 : ∀ (a : ℝ) (n : ℕ),
      ∑ k ∈ range (n + 1), ((k : ℝ) - a) = ((n : ℝ) + 1) * (n / 2 - a) := by
    intro a n
    induction n with
    | zero => simp
    | succ n ih => rw [Finset.sum_range_succ, ih]; push_cast; ring
  have h2 : ∀ (a : ℝ) (n : ℕ), ∑ k ∈ range (n + 1), ((k : ℝ) - a) ^ 2 =
      ((n : ℝ) + 1) * (n * (2 * n + 1) / 6 - a * n + a ^ 2) := by
    intro a n
    induction n with
    | zero => simp
    | succ n ih => rw [Finset.sum_range_succ, ih]; push_cast; ring
  have hs : ∑ i, multiplet M i = 0 :=
    (Fin.sum_univ_eq_sum_range (fun k : ℕ => (k : ℝ) - M / 2) (M + 1)).trans
      ((h1 _ M).trans (by ring))
  have hq : ∑ i, multiplet M i ^ 2 = (M : ℝ) * (M + 2) / 12 * ((M : ℝ) + 1) :=
    (Fin.sum_univ_eq_sum_range (fun k : ℕ => ((k : ℝ) - M / 2) ^ 2) (M + 1)).trans
      ((h2 _ M).trans (by ring))
  have hn : (M : ℝ) + 1 ≠ 0 := by positivity
  rw [susceptibility, (curie_law _ β hs).deriv, meanSq, hq, mul_div_cancel_right₀ _ hn]

/-- The Ising doublet of `M` half-filled orbitals has susceptibility `β M²/4`. -/
theorem susceptibility_isingDoublet (M : ℕ) (β : ℝ) :
    susceptibility (isingDoublet M) β = β * ((M : ℝ) ^ 2 / 4) := by
  have hu : isingDoublet M 0 = (M : ℝ) / 2 := by
    change spinZ (fun _ : Fin M => true) = _
    simp only [spinZ, eq_self, if_true, Finset.sum_const, Finset.card_univ, Fintype.card_fin,
      nsmul_eq_mul]
    ring
  have hd : isingDoublet M 1 = -((M : ℝ) / 2) := by
    change spinZ (fun _ : Fin M => false) = _
    simp only [spinZ, Bool.false_eq_true, if_false, Finset.sum_const, Finset.card_univ,
      Fintype.card_fin, nsmul_eq_mul]
    ring
  have hs : ∑ i, isingDoublet M i = 0 := by
    rw [Fin.sum_univ_two, hu, hd]; ring
  have hq : ∑ i, isingDoublet M i ^ 2 = (M : ℝ) ^ 2 / 2 := by
    rw [Fin.sum_univ_two, hu, hd]; ring
  rw [susceptibility, (curie_law _ β hs).deriv, meanSq, hq]
  push_cast
  ring

/-- The susceptibility of the Ising doublet is that of the full spin multiplet
multiplied by `3M/(M+2)`. -/
theorem ising_eq_enhancement_mul (M : ℕ) (β : ℝ) :
    susceptibility (isingDoublet M) β =
      enhancement M * susceptibility (multiplet M) β := by
  have hn : (M : ℝ) + 2 ≠ 0 := by positivity
  have h : 3 * (M : ℝ) / ((M : ℝ) + 2) * ((M : ℝ) + 2) = 3 * M := div_mul_cancel₀ _ hn
  rw [susceptibility_isingDoublet, susceptibility_multiplet, enhancement]
  linear_combination (-(β * M / 12)) * h

/-- The factor `3M/(M+2)` equals one for a single orbital, increases strictly with the number
of orbitals and tends to three. -/
theorem enhancement_one_to_three :
    enhancement 1 = 1 ∧ StrictMono enhancement ∧ Tendsto enhancement atTop (𝓝 3) := by
  refine ⟨by norm_num [enhancement], strictMono_nat_of_lt_succ fun n => ?_, ?_⟩
  · unfold enhancement
    push_cast
    rw [div_lt_div_iff₀ (by positivity) (by positivity)]
    nlinarith
  · -- write the factor as 3 - 6/(M+2)
    have h : Tendsto (fun n : ℕ => (3 : ℝ) - 6 / ((n + 2 : ℕ) : ℝ)) atTop (𝓝 (3 - 0)) :=
      tendsto_const_nhds.sub
        ((tendsto_const_div_atTop_nhds_zero_nat (6 : ℝ)).comp (tendsto_add_atTop_nat 2))
    rw [sub_zero] at h
    refine h.congr fun n => ?_
    have hn : (n : ℝ) + 2 ≠ 0 := by positivity
    unfold enhancement
    push_cast
    rw [eq_div_iff hn, sub_mul, div_mul_cancel₀ _ hn]
    ring

/-- For two or more half-filled orbitals at positive temperature, the Ising doublet has a larger
susceptibility than the spin multiplet, by a factor below three. -/
theorem ising_overestimates (M : ℕ) (hM : 2 ≤ M) (β : ℝ) (hβ : 0 < β) :
    susceptibility (multiplet M) β < susceptibility (isingDoublet M) β ∧
      susceptibility (isingDoublet M) β < 3 * susceptibility (multiplet M) β := by
  have h2 : (2 : ℝ) ≤ M := by exact_mod_cast hM
  have hp : 0 < β * (M : ℝ) := mul_pos hβ (by linarith)
  rw [susceptibility_isingDoublet, susceptibility_multiplet]
  constructor
  · exact mul_lt_mul_of_pos_left (by nlinarith) hβ
  · nlinarith [hp]

end

end DensityDensityCurie
```

```lean
#print axioms DensityDensityCurie.susceptibility_multiplet
-- 'DensityDensityCurie.susceptibility_multiplet' depends on axioms: [propext, Classical.choice, Quot.sound]
#print axioms DensityDensityCurie.ising_eq_enhancement_mul
-- 'DensityDensityCurie.ising_eq_enhancement_mul' depends on axioms: [propext, Classical.choice, Quot.sound]
#print axioms DensityDensityCurie.enhancement_one_to_three
-- 'DensityDensityCurie.enhancement_one_to_three' depends on axioms: [propext, Classical.choice, Quot.sound]
#print axioms DensityDensityCurie.ising_overestimates
-- 'DensityDensityCurie.ising_overestimates' depends on axioms: [propext, Classical.choice, Quot.sound]
```

## From pair energies to the strict bounds

In `ground_iff_aligned`, `hle` says that an aligned pair never costs more than any other. If a minimiser had an antiparallel pair, `Finset.sum_lt_sum` would make its energy strictly larger than the all-up energy, a contradiction. All spins therefore agree with one another, and the case split on whether some spin is up decides which configuration it is.

`curie_law` is the quotient-rule calculation, with `hN` and `hZ` as the derivatives of \(N\) and \(Z\). `susceptibility_multiplet` proves the sums of \(k-a\) and \((k-a)^2\) by induction, with a free offset `a`. Keeping the offset separate from the upper limit lets it stay fixed while the limit changes during the induction; afterwards it is set to \(M/2\). `susceptibility_isingDoublet` adds two terms.

The product relation then follows by `linear_combination`. Monotonicity compares neighbouring values of `M` by cross-multiplication, the limit uses \(3-6/(M+2)\), and `nlinarith` settles the strict bounds.

## `HasDerivAt` as the carrier of the Curie law

`HasDerivAt f f' x` says that `f` is differentiable at `x` with derivative `f'`. This is stronger than an equation for `deriv`, which Lean sets to zero where no derivative exists. Such statements combine like the rules of calculus: `fun_sum` differentiates the sums and `fun_div` the quotient, once \(Z(0)\neq0\) is supplied. `congr_deriv` then replaces the raw quotient-rule expression by the equal value `β * meanSq m`, and `.deriv` passes it to `susceptibility`.

## Keeping the excited configurations

Another model would weight all \(2^M\) singly occupied states by their Boltzmann factors, with a spin-flip Hamiltonian on the multiplet side. For \(M\ge 2\) the ratio would then depend on \(\beta J\): it would approach \(3M/(M+2)\) for \(\beta J\to\infty\) and 1 at high temperature, where both mean squares become \(M/4\). The ground multiplet would then follow from the Hamiltonian instead of being taken from Hund's rule.
